# Reducing fourth-order exchange gradient terms to $q^2$ and $pq$ for one-dimensional periodic densities

Before a fourth-order gradient correction to the exchange energy is coded, its terms in $n''''$ and $n'n'''$ can be integrated by parts, leaving at most second derivatives of the density $n$. When the energy is evaluated on a Fourier grid, the highest derivative then takes multiplication by $k^2$ instead of $k^4$. This amplifies high-frequency noise less in the computed derivatives, though the noise in the integrated energy need not be smaller. The reduction below holds for a positive, periodic density that varies in one direction. It preserves the integrated energy, not the energy density at each point.

In Lean 4 with Mathlib:

```lean
import Mathlib

open Real

namespace ExchangeGradientExpansion

noncomputable section
```

The density is positive everywhere, four times continuously differentiable and $L$-periodic. `IsCellDensity n L` collects these three conditions, and `D k n` is the $k$-th derivative.

```lean
/-- `D k n` is the `k`-th derivative of the density `n`. -/
local notation "D" => iteratedDeriv

/-- A positive, four times continuously differentiable density with period `L`. -/
structure IsCellDensity (n : ℝ → ℝ) (L : ℝ) : Prop where
  pos : ∀ x, 0 < n x
  smooth : ContDiff ℝ 4 n
  periodic : Function.Periodic n L
```

For a real exponent $a$, the general fourth-order energy density has five terms:

$$c_1n^an''''+c_2n^{a-1}n'n'''+c_3n^{a-1}n''^2+c_4n^{a-2}n'^2n''+c_5n^{a-3}n'^4 .$$

The real coefficients $c_i$ are arbitrary; no particular expansion is derived here.

```lean
/-- The general energy density of fourth order in the gradient, with five coefficients. -/
def fourthOrderDensity (n : ℝ → ℝ) (a c₁ c₂ c₃ c₄ c₅ x : ℝ) : ℝ :=
  c₁ * (n x ^ a * D 4 n x) + c₂ * (n x ^ (a - 1) * (D 1 n x * D 3 n x))
    + c₃ * (n x ^ (a - 1) * D 2 n x ^ 2) + c₄ * (n x ^ (a - 2) * (D 1 n x ^ 2 * D 2 n x))
    + c₅ * (n x ^ (a - 3) * D 1 n x ^ 4)
```

## Splitting the energy

Since $n>0$, every real power of $n$ is continuous, and so are the derivatives up to the fourth. Sums and products of these remain continuous, which `fun_prop` checks.

```lean
variable {n : ℝ → ℝ} {L : ℝ}

/-- The fourth-order energy density is continuous in space. -/
theorem continuous_fourthOrderDensity (h : IsCellDensity n L) (a c₁ c₂ c₃ c₄ c₅ : ℝ) :
    Continuous (fun x => fourthOrderDensity n a c₁ c₂ c₃ c₄ c₅ x) := by
  have r : ∀ s : ℝ, Continuous (fun x => n x ^ s) := fun s =>
    h.smooth.continuous.rpow_const fun x => Or.inl (h.pos x).ne'
  have d : ∀ k : ℕ, k ≤ 4 → Continuous (D k n) := fun k hk =>
    h.smooth.continuous_iteratedDeriv k (by exact_mod_cast hk)
  have key : ∀ r₀ r₁ r₂ r₃ d₁ d₂ d₃ d₄ : ℝ → ℝ, Continuous r₀ → Continuous r₁ →
      Continuous r₂ → Continuous r₃ → Continuous d₁ → Continuous d₂ → Continuous d₃ →
      Continuous d₄ → Continuous (fun x => c₁ * (r₀ x * d₄ x) + c₂ * (r₁ x * (d₁ x * d₃ x))
        + c₃ * (r₁ x * d₂ x ^ 2) + c₄ * (r₂ x * (d₁ x ^ 2 * d₂ x))
        + c₅ * (r₃ x * d₁ x ^ 4)) := by
    intros
    fun_prop
  exact key _ _ _ _ _ _ _ _ (r a) (r (a - 1)) (r (a - 2)) (r (a - 3))
    (d 1 (by norm_num)) (d 2 (by norm_num)) (d 3 (by norm_num)) (d 4 le_rfl)
```

The integral over $[0,L]$ therefore splits into five. The proof obtains the continuity of each term by setting one coefficient to 1 and the others to 0.

```lean
/-- The fourth-order energy is the sum of its five contributions. -/
theorem integral_fourthOrderDensity (h : IsCellDensity n L) (a c₁ c₂ c₃ c₄ c₅ : ℝ) :
    ∫ x in (0 : ℝ)..L, fourthOrderDensity n a c₁ c₂ c₃ c₄ c₅ x =
      c₁ * (∫ x in (0 : ℝ)..L, n x ^ a * D 4 n x)
      + c₂ * (∫ x in (0 : ℝ)..L, n x ^ (a - 1) * (D 1 n x * D 3 n x))
      + c₃ * (∫ x in (0 : ℝ)..L, n x ^ (a - 1) * D 2 n x ^ 2)
      + c₄ * (∫ x in (0 : ℝ)..L, n x ^ (a - 2) * (D 1 n x ^ 2 * D 2 n x))
      + c₅ * (∫ x in (0 : ℝ)..L, n x ^ (a - 3) * D 1 n x ^ 4) := by
  have lin : ∀ f₁ f₂ f₃ f₄ f₅ : ℝ → ℝ, Continuous f₁ → Continuous f₂ → Continuous f₃ →
      Continuous f₄ → Continuous f₅ →
      ∫ x in (0 : ℝ)..L, (c₁ * f₁ x + c₂ * f₂ x + c₃ * f₃ x + c₄ * f₄ x + c₅ * f₅ x) =
        c₁ * (∫ x in (0 : ℝ)..L, f₁ x) + c₂ * (∫ x in (0 : ℝ)..L, f₂ x)
        + c₃ * (∫ x in (0 : ℝ)..L, f₃ x) + c₄ * (∫ x in (0 : ℝ)..L, f₄ x)
        + c₅ * (∫ x in (0 : ℝ)..L, f₅ x) := by
    intro f₁ f₂ f₃ f₄ f₅ h₁ h₂ h₃ h₄ h₅
    rw [intervalIntegral.integral_add, intervalIntegral.integral_add,
      intervalIntegral.integral_add, intervalIntegral.integral_add]
    · simp only [intervalIntegral.integral_const_mul]
    all_goals
      apply Continuous.intervalIntegrable
      fun_prop
  -- each single term is the density with one coefficient switched on
  have k := continuous_fourthOrderDensity h a
  exact lin (fun x => n x ^ a * D 4 n x) (fun x => n x ^ (a - 1) * (D 1 n x * D 3 n x))
    (fun x => n x ^ (a - 1) * D 2 n x ^ 2)
    (fun x => n x ^ (a - 2) * (D 1 n x ^ 2 * D 2 n x)) (fun x => n x ^ (a - 3) * D 1 n x ^ 4)
    (by simpa [fourthOrderDensity] using k 1 0 0 0 0)
    (by simpa [fourthOrderDensity] using k 0 1 0 0 0)
    (by simpa [fourthOrderDensity] using k 0 0 1 0 0)
    (by simpa [fourthOrderDensity] using k 0 0 0 1 0)
    (by simpa [fourthOrderDensity] using k 0 0 0 0 1)
```

## Total derivatives integrate to zero

For real $\alpha,\beta,\gamma$, let

$$F=\alpha n^an'''+\beta n^{a-1}n'n''+\gamma n^{a-2}n'^3 .$$

The product and chain rules give

$$\begin{aligned}F'={}&\alpha n^an''''+(a\alpha+\beta)n^{a-1}n'n'''+\beta n^{a-1}n''^2\\&+\big((a-1)\beta+3\gamma\big)n^{a-2}n'^2n''+(a-2)\gamma n^{a-3}n'^4 .\end{aligned}$$

Derivatives of a periodic function are periodic, so $\int_0^LF'\,dx=F(L)-F(0)=0$. In the proof, `hF` is the differentiation, `per` obtains the periodicity by induction, and the fundamental theorem of calculus finishes.

```lean
/-- A three-parameter family of fourth-order energy densities has zero energy in every
periodic cell. -/
theorem integral_null_density (h : IsCellDensity n L) (a α β γ : ℝ) :
    ∫ x in (0 : ℝ)..L, fourthOrderDensity n a α (a * α + β) β ((a - 1) * β + 3 * γ)
      ((a - 2) * γ) x = 0 := by
  have d : ∀ k : ℕ, k < 4 → ∀ x, HasDerivAt (D k n) (D (k + 1) n x) x := by
    intro k hk x
    rw [iteratedDeriv_succ]
    exact (h.smooth.differentiable_iteratedDeriv k (by exact_mod_cast hk) x).hasDerivAt
  -- the density is the derivative of a periodic function
  have hF : ∀ x, HasDerivAt (fun y => α * (n y ^ a * D 3 n y)
      + β * (n y ^ (a - 1) * (D 1 n y * D 2 n y))
      + γ * (n y ^ (a - 2) * (D 1 n y * (D 1 n y * D 1 n y))))
      (fourthOrderDensity n a α (a * α + β) β ((a - 1) * β + 3 * γ) ((a - 2) * γ) x) x := by
    intro x
    have d0 : HasDerivAt n (D 1 n x) x := by
      have := d 0 (by norm_num) x
      rwa [iteratedDeriv_zero] at this
    have d1 : HasDerivAt (D 1 n) (D 2 n x) x := d 1 (by norm_num) x
    have d2 : HasDerivAt (D 2 n) (D 3 n x) x := d 2 (by norm_num) x
    have d3 : HasDerivAt (D 3 n) (D 4 n x) x := d 3 (by norm_num) x
    have p : ∀ s t : ℝ, t = s - 1 →
        HasDerivAt (fun y => n y ^ s) (s * n x ^ t * D 1 n x) x := by
      intro s t hst
      subst hst
      exact (d0.rpow_const (Or.inl (h.pos x).ne')).congr_deriv (by ring)
    have e := ((((p a (a - 1) rfl).fun_mul d3).const_mul α).fun_add
      (((p (a - 1) (a - 2) (by ring)).fun_mul (d1.fun_mul d2)).const_mul β)).fun_add
      (((p (a - 2) (a - 3) (by ring)).fun_mul (d1.fun_mul (d1.fun_mul d1))).const_mul γ)
    exact e.congr_deriv (by simp only [fourthOrderDensity]; ring)
  have per : ∀ k : ℕ, Function.Periodic (D k n) L := by
    intro k
    induction k with
    | zero => rw [iteratedDeriv_zero]; exact h.periodic
    | succ k ih =>
      intro x
      have e : (fun y => D k n (y + L)) = D k n := funext ih
      rw [iteratedDeriv_succ, ← deriv_comp_add_const, e]
  have e0 : n L = n 0 := by simpa using h.periodic 0
  have e : ∀ k : ℕ, D k n L = D k n 0 := fun k => by
    have := per k 0
    rwa [zero_add] at this
  refine (intervalIntegral.integral_eq_sub_of_hasDerivAt (fun x _ => hF x)
    ((continuous_fourthOrderDensity h a _ _ _ _ _).intervalIntegrable 0 L)).trans ?_
  simp only [e0, e, sub_self]
```

Periodicity is essential. Take $n=e^x$, $a=0$ and $L>0$: the next identity would give $\int_0^Ln''''\,dx=0$, but the integral is $e^L-1$.

## Removing the higher derivatives

With $\alpha=1$, $\beta=-a$, $\gamma=0$, the $n'n'''$ term cancels, and

$$\int_0^L n^an''''\,dx=a\int_0^L n^{a-1}n''^2\,dx+a(a-1)\int_0^L n^{a-2}n'^2n''\,dx .$$

```lean
/-- The term with the fourth derivative reduces to the `n''²` and `n'² n''` terms. -/
theorem integral_fourth_derivative (h : IsCellDensity n L) (a : ℝ) :
    ∫ x in (0 : ℝ)..L, n x ^ a * D 4 n x =
      a * (∫ x in (0 : ℝ)..L, n x ^ (a - 1) * D 2 n x ^ 2)
      + a * (a - 1) * (∫ x in (0 : ℝ)..L, n x ^ (a - 2) * (D 1 n x ^ 2 * D 2 n x)) := by
  have z := integral_null_density h a 1 (-a) 0
  rw [integral_fourthOrderDensity h] at z
  linear_combination z
```

With $\beta=1$ and $\alpha=\gamma=0$,

$$\int_0^L n^{a-1}n'n'''\,dx=-\int_0^L n^{a-1}n''^2\,dx-(a-1)\int_0^L n^{a-2}n'^2n''\,dx .$$

```lean
/-- The term with `n' n'''` reduces to the `n''²` and `n'² n''` terms. -/
theorem integral_third_derivative (h : IsCellDensity n L) (a : ℝ) :
    ∫ x in (0 : ℝ)..L, n x ^ (a - 1) * (D 1 n x * D 3 n x) =
      -(∫ x in (0 : ℝ)..L, n x ^ (a - 1) * D 2 n x ^ 2)
      - (a - 1) * (∫ x in (0 : ℝ)..L, n x ^ (a - 2) * (D 1 n x ^ 2 * D 2 n x)) := by
  have z := integral_null_density h a 0 1 0
  rw [integral_fourthOrderDensity h] at z
  linear_combination z
```

With $\gamma=1$ and $\alpha=\beta=0$,

$$(a-2)\int_0^L n^{a-3}n'^4\,dx=-3\int_0^L n^{a-2}n'^2n''\,dx .$$

If $a\ne2$, division by $a-2$ removes the quartic term as well. Substituting all three identities leaves two integrals, with the coefficients stated in the theorem.

At $a=2$ this fails. There $\int n'^2n''\,dx=0$, and for $n=1+\varepsilon\cos x$ with small $\varepsilon$, $\int n^{-1}n'^4\,dx$ is of order $\varepsilon^4$ while $\int n\,n''^2\,dx$ is of order $\varepsilon^2$, so no fixed coefficient relates them.

```lean
/-- For `a ≠ 2` every fourth-order gradient energy in a periodic cell is a combination of
the `n''²` and `n'² n''` energies, with the coefficients shown. -/
theorem fourth_order_reduction (h : IsCellDensity n L) {a : ℝ} (ha : a ≠ 2)
    (c₁ c₂ c₃ c₄ c₅ : ℝ) :
    ∫ x in (0 : ℝ)..L, fourthOrderDensity n a c₁ c₂ c₃ c₄ c₅ x =
      (a * c₁ - c₂ + c₃) * (∫ x in (0 : ℝ)..L, n x ^ (a - 1) * D 2 n x ^ 2)
      + (a * (a - 1) * c₁ - (a - 1) * c₂ + c₄ - 3 * c₅ / (a - 2))
        * (∫ x in (0 : ℝ)..L, n x ^ (a - 2) * (D 1 n x ^ 2 * D 2 n x)) := by
  have ha' : a - 2 ≠ 0 := sub_ne_zero.mpr ha
  -- the quartic gradient term is eliminated with the total derivative of n^(a-2) n'^3
  have z := integral_null_density h a 0 0 1
  rw [integral_fourthOrderDensity h] at z
  have e : ∫ x in (0 : ℝ)..L, n x ^ (a - 3) * D 1 n x ^ 4 =
      (-3 * ∫ x in (0 : ℝ)..L, n x ^ (a - 2) * (D 1 n x ^ 2 * D 2 n x)) / (a - 2) := by
    rw [eq_div_iff ha']
    linear_combination z
  rw [integral_fourthOrderDensity h, integral_fourth_derivative h,
    integral_third_derivative h, e]
  ring
```

## The exchange case

The reduced variables are measured against the local Fermi wavevector $k_F=(3\pi^2n)^{1/3}$ of the three-dimensional electron gas. Their common constant is $\kappa=4(3\pi^2)^{2/3}$, so that $\kappa n^{2/3}=(2k_F)^2$.

```lean
/-- The constant `4 (3π²)^(2/3)` in the reduced density derivatives. -/
def kappa : ℝ := 4 * (3 * π ^ 2) ^ (2 / 3 : ℝ)
```

The reduced squared gradient is $p=n'^2/(\kappa n^{8/3})$.

```lean
/-- The reduced squared gradient `p` of the density. -/
def reducedP (n : ℝ → ℝ) (x : ℝ) : ℝ := D 1 n x ^ 2 / (kappa * n x ^ (8 / 3 : ℝ))
```

The reduced Laplacian is $q=n''/(\kappa n^{5/3})$.

```lean
/-- The reduced Laplacian `q` of the density, in one dimension. -/
def reducedQ (n : ℝ → ℝ) (x : ℝ) : ℝ := D 2 n x / (kappa * n x ^ (5 / 3 : ℝ))
```

To compare the fractional powers, put $u=n^{1/3}$ at each point. All the powers needed are then integer powers of $u$.

```lean
/-- The powers of a positive density that occur in the exchange energy are integer powers of
one positive number. -/
theorem rpow_thirds {m : ℝ} (hm : 0 < m) : ∃ u : ℝ, 0 < u ∧
    m ^ (4 / 3 : ℝ) = u ^ 4 ∧ m ^ (5 / 3 : ℝ) = u ^ 5 ∧ m ^ (7 / 3 : ℝ) = u ^ 7 ∧
    m ^ (8 / 3 : ℝ) = u ^ 8 ∧ m ^ (10 / 3 : ℝ) = u ^ 10 ∧ m ^ (-1 : ℝ) = (u ^ 3)⁻¹ ∧
    m ^ (-1 - 1 : ℝ) = (u ^ 6)⁻¹ ∧ m ^ (-1 - 2 : ℝ) = (u ^ 9)⁻¹ ∧
    m ^ (-1 - 3 : ℝ) = (u ^ 12)⁻¹ := by
  have P : ∀ (s : ℝ) (k : ℕ), s = k / 3 → m ^ s = (m ^ (1 / 3 : ℝ)) ^ k := by
    intro s k hs
    rw [hs, ← Real.rpow_natCast, ← Real.rpow_mul hm.le]
    congr 1
    ring
  have N : ∀ (s : ℝ) (k : ℕ), s = -(k / 3) → m ^ s = ((m ^ (1 / 3 : ℝ)) ^ k)⁻¹ := by
    intro s k hs
    rw [hs, Real.rpow_neg hm.le, P _ k rfl]
  exact ⟨m ^ (1 / 3 : ℝ), Real.rpow_pos_of_pos hm _, P _ 4 (by norm_num), P _ 5 (by norm_num),
    P _ 7 (by norm_num), P _ 8 (by norm_num), P _ 10 (by norm_num), N _ 3 (by norm_num),
    N _ 6 (by norm_num), N _ 9 (by norm_num), N _ 12 (by norm_num)⟩
```

Local exchange scales as $n^{4/3}$; its constant prefactor is omitted. With this weight,

$$n^{4/3}q^2=\kappa^{-2}n^{-2}n''^2,\qquad n^{4/3}pq=\kappa^{-2}n^{-3}n'^2n'' ,$$

and the other three terms scale to match, so $a=-1$. The general reduction then gives coefficient $c_3-c_1-c_2$ for the $q^2$ integral and $2c_1+2c_2+c_4+c_5$ for the $pq$ integral. In the proof, `hA` performs the rescaling pointwise.

In particular, the $p^2$ and $pq$ integrals are equal. For a density varying in all three directions, the corresponding integration by parts also produces $\nabla n\cdot(\nabla\nabla n)\nabla n$, so this equality should not be carried over.

```lean
/-- In one dimension every fourth-order correction to the exchange energy, with weight
`n^(4/3)`, is a combination of a `q²` term and a `pq` term. -/
theorem exchange_reduction (h : IsCellDensity n L) (c₁ c₂ c₃ c₄ c₅ : ℝ) :
    ∫ x in (0 : ℝ)..L, n x ^ (4 / 3 : ℝ) *
      (c₁ * (D 4 n x / (kappa ^ 2 * n x ^ (7 / 3 : ℝ)))
        + c₂ * (D 1 n x * D 3 n x / (kappa ^ 2 * n x ^ (10 / 3 : ℝ)))
        + c₃ * reducedQ n x ^ 2 + c₄ * (reducedP n x * reducedQ n x)
        + c₅ * reducedP n x ^ 2) =
      (c₃ - c₁ - c₂) * (∫ x in (0 : ℝ)..L, n x ^ (4 / 3 : ℝ) * reducedQ n x ^ 2)
      + (2 * c₁ + 2 * c₂ + c₄ + c₅)
        * (∫ x in (0 : ℝ)..L, n x ^ (4 / 3 : ℝ) * (reducedP n x * reducedQ n x)) := by
  have hk : kappa ≠ 0 := by
    unfold kappa
    positivity
  -- all terms scale as the fourth-order density with a = -1
  have hA : ∀ b₁ b₂ b₃ b₄ b₅ x : ℝ, n x ^ (4 / 3 : ℝ) *
      (b₁ * (D 4 n x / (kappa ^ 2 * n x ^ (7 / 3 : ℝ)))
        + b₂ * (D 1 n x * D 3 n x / (kappa ^ 2 * n x ^ (10 / 3 : ℝ)))
        + b₃ * reducedQ n x ^ 2 + b₄ * (reducedP n x * reducedQ n x)
        + b₅ * reducedP n x ^ 2) =
      (kappa ^ 2)⁻¹ * fourthOrderDensity n (-1) b₁ b₂ b₃ b₄ b₅ x := by
    intro b₁ b₂ b₃ b₄ b₅ x
    obtain ⟨u, hu, e4, e5, e7, e8, e10, f3, f6, f9, f12⟩ := rpow_thirds (h.pos x)
    have hu' : u ≠ 0 := hu.ne'
    simp only [reducedP, reducedQ, fourthOrderDensity, e4, e5, e7, e8, e10, f3, f6, f9, f12]
    field_simp
    try ring
  have hQ : ∀ x, n x ^ (4 / 3 : ℝ) * reducedQ n x ^ 2 =
      (kappa ^ 2)⁻¹ * (n x ^ (-1 - 1 : ℝ) * D 2 n x ^ 2) := by
    intro x
    have e := hA 0 0 1 0 0 x
    simp only [fourthOrderDensity] at e
    linear_combination e
  have hPQ : ∀ x, n x ^ (4 / 3 : ℝ) * (reducedP n x * reducedQ n x) =
      (kappa ^ 2)⁻¹ * (n x ^ (-1 - 2 : ℝ) * (D 1 n x ^ 2 * D 2 n x)) := by
    intro x
    have e := hA 0 0 0 1 0 x
    simp only [fourthOrderDensity] at e
    linear_combination e
  simp only [hA, hQ, hPQ, intervalIntegral.integral_const_mul]
  rw [fourth_order_reduction h (by norm_num : (-1 : ℝ) ≠ 2)]
  ring
```

The density $2+\cos x$ with period $2\pi$ satisfies all the conditions. It also makes a quick test of an implementation: at $a=1$, $\int n\,n''''\,dx$ and $\int n''^2\,dx$ both equal $\pi$.

```lean
/-- The density `2 + cos x` is an admissible cell density with period `2π`. -/
theorem isCellDensity_witness : IsCellDensity (fun x => 2 + Real.cos x) (2 * π) where
  pos x := by linarith [Real.neg_one_le_cos x]
  smooth := contDiff_const.add Real.contDiff_cos
  periodic x := by simp only [Real.cos_add_two_pi]

end

end ExchangeGradientExpansion
```

```lean
#print axioms ExchangeGradientExpansion.fourth_order_reduction
-- 'ExchangeGradientExpansion.fourth_order_reduction' depends on axioms: [propext, Classical.choice, Quot.sound]
#print axioms ExchangeGradientExpansion.exchange_reduction
-- 'ExchangeGradientExpansion.exchange_reduction' depends on axioms: [propext, Classical.choice, Quot.sound]
```
